# The lowest eigenvalue of a finite Hermitian matrix shifts by at most the Frobenius norm of the change in the matrix

Before a large Hamiltonian matrix is diagonalised, matrix elements whose modulus is below some threshold are sometimes set to zero. In a finite orthonormal basis, and if the truncated matrix is still Hermitian, the ground-state energy then moves by at most the square root of the sum of the squared moduli of the discarded elements, where an element and its mirror image across the diagonal both count.

This is a case of a general bound. If A and B are Hermitian n × n matrices with lowest eigenvalues a and b, then

|a − b| ≤ ‖A − B‖_F,

where ‖M‖_F = √(Σ_ij |M_ij|²) is the Frobenius norm. The ground energy is thus a Lipschitz function of the matrix, with constant 1.

## States, levels and norms

The scalars `𝕜` are the real or the complex numbers, and the finite type `n` labels the basis states. Over the reals, `IsHermitian` means symmetric.

In Lean 4 with Mathlib:

```lean
import Mathlib

open Matrix
open scoped ComplexOrder

namespace GroundEnergyLipschitz

noncomputable section

variable {𝕜 n : Type*} [RCLike 𝕜] [Fintype n]
```

A real number μ is an energy level of A if A v = μ v for some v ≠ 0. The eigenvector need not be normalised.

```lean
/-- A real number `μ` is an energy level of `A` if `A v = μ v` for some nonzero state `v`. -/
def IsEnergyLevel (A : Matrix n n 𝕜) (μ : ℝ) : Prop :=
  ∃ v : n → 𝕜, v ≠ 0 ∧ A *ᵥ v = μ • v
```

The ground energy is the least level: it is itself a level, and no level lies below it. `IsLeast` says both.

```lean
/-- The ground energy of `A` is the least of its energy levels. -/
def IsGroundEnergy (A : Matrix n n 𝕜) (a : ℝ) : Prop :=
  IsLeast {μ : ℝ | IsEnergyLevel A μ} a
```

For a state x, write w(x) for the squared norm:

w(x) = Σ_i |x_i|².

```lean
/-- The squared norm of a state vector. -/
def weight (x : n → 𝕜) : ℝ := ∑ i, ‖x i‖ ^ 2
```

Write E_A(x) for the real part of the energy form, with the complex conjugate on the left factor:

E_A(x) = Re Σ_ij x_i* A_ij x_j.

For Hermitian A and x ≠ 0, the expectation value in the normalised state is E_A(x)/w(x).

```lean
/-- The real part of `⟨x, A x⟩`, for a state `x` that need not be normalised. -/
def energy (A : Matrix n n 𝕜) (x : n → 𝕜) : ℝ := RCLike.re (star x ⬝ᵥ A *ᵥ x)
```

The size of a perturbation is measured entry by entry. The operator norm would be another choice. It never exceeds the Frobenius norm, so the bound would be at least as tight: for N basis states and A − B = c·1 it gives |c|, where the Frobenius norm gives √N |c|. The Frobenius norm has the advantage that it is read off the matrix elements without a diagonalisation.

```lean
/-- The Frobenius norm: the root of the sum of the squared moduli of all matrix elements. -/
def frobeniusNorm (M : Matrix n n 𝕜) : ℝ := √(∑ i, ∑ j, ‖M i j‖ ^ 2)
```

Since x_i* x_i = |x_i|², the inner product of x with itself is w(x), here regarded as an element of `𝕜`.

```lean
/-- The inner product of a state with itself is its squared norm. -/
theorem star_dot_self (x : n → 𝕜) : star x ⬝ᵥ x = ((weight x : ℝ) : 𝕜) := by
  simp [dotProduct, weight, RCLike.conj_mul]
```

## A ground energy exists

The spectral theorem gives a Hermitian matrix A an orthonormal basis of eigenvectors u_j with real eigenvalues λ_j. Each u_j has norm 1 and so is nonzero, which makes each λ_j a level.

```lean
/-- Each eigenvalue supplied by the spectral theorem is an energy level. -/
theorem isEnergyLevel_eigenvalues [DecidableEq n] {A : Matrix n n 𝕜}
    (hA : A.IsHermitian) (j : n) : IsEnergyLevel A (hA.eigenvalues j) := by
  refine ⟨(hA.eigenvectorBasis j).ofLp, fun h => ?_, hA.mulVec_eigenvectorBasis j⟩
  apply hA.eigenvectorBasis.orthonormal.ne_zero j
  ext i
  exact congrFun h i
```

If there is at least one basis state, the finite list of λ_j has a smallest member. It remains to see that every level μ is on the list. If A v = μ v with v ≠ 0, then (μ·1 − A) v = 0, so μ·1 − A has no inverse. Hence μ lies in the spectrum, which for a Hermitian matrix is exactly the set of the λ_j.

```lean
/-- Every Hermitian matrix on a nonempty finite basis has a ground energy. -/
theorem exists_groundEnergy [Nonempty n] {A : Matrix n n 𝕜} (hA : A.IsHermitian) :
    ∃ a, IsGroundEnergy A a := by
  classical
  obtain ⟨i, hi⟩ := Finite.exists_min hA.eigenvalues
  refine ⟨hA.eigenvalues i, isEnergyLevel_eigenvalues hA i, ?_⟩
  rintro μ ⟨v, hv0, hv⟩
  -- an energy level lies in the spectrum, hence among the listed eigenvalues
  have hμ : μ ∈ spectrum ℝ A := by
    rw [spectrum.mem_iff, Algebra.algebraMap_eq_smul_one]
    rintro ⟨u, hu⟩
    apply hv0
    have h0 : (u : Matrix n n 𝕜) *ᵥ v = 0 := by
      rw [hu, Matrix.sub_mulVec, Matrix.smul_mulVec, Matrix.one_mulVec, hv, sub_self]
    rw [← Matrix.one_mulVec v, ← u.inv_mul, ← Matrix.mulVec_mulVec, h0, Matrix.mulVec_zero]
  rw [hA.spectrum_real_eq_range_eigenvalues] at hμ
  obtain ⟨j, rfl⟩ := hμ
  exact hi j
```

## The variational bound

Let A be Hermitian with ground energy a, and shift the matrix to C = A − a·1. If C v = λ v with v ≠ 0, then A v = (λ + a) v, so λ + a is a level of A. Therefore λ + a ≥ a, and λ ≥ 0. A Hermitian matrix without negative eigenvalues is positive semidefinite, so

0 ≤ E_C(x) = E_A(x) − a w(x).

This is the variational principle, a w(x) ≤ E_A(x), for every x. In the code `hp` is the positivity of C, and the final rewriting expands E_C(x).

```lean
/-- Variational principle: the energy of any state is at least the ground energy times its
squared norm. -/
theorem groundEnergy_mul_weight_le {A : Matrix n n 𝕜} (hA : A.IsHermitian) {a : ℝ}
    (ha : IsGroundEnergy A a) (x : n → 𝕜) : a * weight x ≤ energy A x := by
  classical
  have h1 : (a • (1 : Matrix n n 𝕜)).IsHermitian := by
    simp [Matrix.IsHermitian, Matrix.conjTranspose_smul]
  have hB : (A - a • (1 : Matrix n n 𝕜)).IsHermitian := hA.sub h1
  -- the shifted Hamiltonian has no negative eigenvalue
  have hp : (A - a • (1 : Matrix n n 𝕜)).PosSemidef := by
    refine hB.posSemidef_iff_eigenvalues_nonneg.mpr fun j => ?_
    obtain ⟨v, hv0, hv⟩ := isEnergyLevel_eigenvalues hB j
    have h : a ≤ hB.eigenvalues j + a := ha.2 ⟨v, hv0, by
      rw [add_smul, ← hv, Matrix.sub_mulVec, Matrix.smul_mulVec, Matrix.one_mulVec,
        sub_add_cancel]⟩
    change (0 : ℝ) ≤ hB.eigenvalues j
    linarith
  have h := (RCLike.nonneg_iff.mp (hp.dotProduct_mulVec_nonneg x)).1
  rw [Matrix.sub_mulVec, Matrix.smul_mulVec, Matrix.one_mulVec, dotProduct_sub,
    dotProduct_smul, star_dot_self, map_sub, RCLike.smul_re, RCLike.ofReal_re] at h
  unfold energy
  linarith
```

## The perturbation in an arbitrary state

For any square matrix M, Hermitian or not, the triangle inequality gives

|E_M(x)| ≤ Σ_ij |M_ij| |x_i| |x_j|.

The Cauchy–Schwarz inequality, with the pair (i, j) as a single summation index, bounds the right side by

√(Σ_ij |M_ij|²) · √(Σ_ij |x_i|² |x_j|²) = ‖M‖_F w(x).

The last step holds because the second double sum factorises into w(x)². The code proves the squared inequality in `h2`, identifies its factors in `h3` and `h4`, and then takes the root.

```lean
/-- The energy of a state under `M` is bounded in size by the Frobenius norm of `M` times the
squared norm of the state. -/
theorem abs_energy_le (M : Matrix n n 𝕜) (x : n → 𝕜) :
    |energy M x| ≤ frobeniusNorm M * weight x := by
  have hz : star x ⬝ᵥ M *ᵥ x = ∑ p : n × n, star (x p.1) * (M p.1 p.2 * x p.2) := by
    simp only [dotProduct, Matrix.mulVec, Finset.mul_sum, Fintype.sum_prod_type, Pi.star_apply]
  have h1 : |energy M x| ≤ ∑ p : n × n, ‖M p.1 p.2‖ * (‖x p.1‖ * ‖x p.2‖) := by
    unfold energy
    refine (RCLike.abs_re_le_norm _).trans ?_
    rw [hz]
    refine (norm_sum_le _ _).trans (Finset.sum_le_sum fun p _ => le_of_eq ?_)
    rw [norm_mul, norm_mul, norm_star]
    ring
  -- Cauchy-Schwarz over pairs of basis indices
  have h2 := Finset.sum_mul_sq_le_sq_mul_sq (Finset.univ : Finset (n × n))
    (fun p => ‖M p.1 p.2‖) (fun p => ‖x p.1‖ * ‖x p.2‖)
  have h3 : ∑ p : n × n, (‖x p.1‖ * ‖x p.2‖) ^ 2 = weight x ^ 2 := by
    rw [pow_two (weight x), weight, Finset.sum_mul_sum, Fintype.sum_prod_type]
    simp only [mul_pow]
  have h4 : frobeniusNorm M ^ 2 = ∑ p : n × n, ‖M p.1 p.2‖ ^ 2 := by
    rw [frobeniusNorm, Real.sq_sqrt (by positivity), Fintype.sum_prod_type]
  have hw : 0 ≤ frobeniusNorm M * weight x := by
    unfold frobeniusNorm weight
    positivity
  rw [h3, ← h4, ← mul_pow] at h2
  exact h1.trans (le_of_abs_le (abs_le_of_sq_le_sq h2 hw))
```

## An eigenvector of B as trial state for A

Let B v = b v with v ≠ 0, so that w(v) > 0 and E_B(v) = b w(v). The energy form is linear in the matrix, and the two preceding bounds give

a w(v) ≤ E_A(v) = E_B(v) + E_{A−B}(v) ≤ (b + ‖A − B‖_F) w(v).

Division by w(v) leaves a ≤ b + ‖A − B‖_F. Here A must be Hermitian, but B need not be, and b may be any level of B.

```lean
/-- The ground energy of `A` exceeds any energy level of `B` by at most the Frobenius norm
of `A - B`. -/
theorem groundEnergy_le_add {A B : Matrix n n 𝕜} (hA : A.IsHermitian) {a b : ℝ}
    (ha : IsGroundEnergy A a) (hb : IsEnergyLevel B b) :
    a ≤ b + frobeniusNorm (A - B) := by
  obtain ⟨v, hv0, hv⟩ := hb
  have hw : 0 < weight v := by
    obtain ⟨i, hi⟩ := Function.ne_iff.mp hv0
    exact Finset.sum_pos' (fun j _ => sq_nonneg _)
      ⟨i, Finset.mem_univ i, pow_pos (norm_pos_iff.mpr hi) 2⟩
  -- the eigenvector of `B` serves as trial state for `A`
  have h1 := groundEnergy_mul_weight_le hA ha v
  have h2 := (le_abs_self _).trans (abs_energy_le (A - B) v)
  have h3 : energy B v = b * weight v := by
    rw [energy, hv, dotProduct_smul, star_dot_self, RCLike.smul_re, RCLike.ofReal_re]
  have h4 : energy (A - B) v = energy A v - energy B v := by
    simp only [energy, Matrix.sub_mulVec, dotProduct_sub, map_sub]
  refine le_of_mul_le_mul_right ?_ hw
  linarith [add_mul b (frobeniusNorm (A - B)) (weight v)]
```

Now let both matrices be Hermitian, with ground energies a and b. Exchanging their roles gives b ≤ a + ‖B − A‖_F, and the two norms agree because |B_ij − A_ij| = |A_ij − B_ij|. Together the two inequalities bound |a − b|.

With a single basis state, A and B are real numbers, they are their own ground energies, and both sides equal |A − B|.

The theorem concerns the lowest eigenvalue in a fixed finite orthonormal basis. It does not treat a generalised eigenvalue problem with an overlap matrix, the error from the choice of basis, or the change in the eigenvector.

```lean
/-- The ground energies of two real symmetric or complex Hermitian matrices differ by at most
the Frobenius norm of the difference of the matrices. -/
theorem abs_groundEnergy_sub_le {A B : Matrix n n 𝕜} (hA : A.IsHermitian)
    (hB : B.IsHermitian) {a b : ℝ} (ha : IsGroundEnergy A a) (hb : IsGroundEnergy B b) :
    |a - b| ≤ frobeniusNorm (A - B) := by
  have hentry : ∀ i j, ‖(B - A) i j‖ = ‖(A - B) i j‖ := fun i j => by
    rw [Matrix.sub_apply, Matrix.sub_apply, norm_sub_rev]
  have hs : frobeniusNorm (B - A) = frobeniusNorm (A - B) := by
    simp only [frobeniusNorm, hentry]
  have h1 := groundEnergy_le_add hA ha hb.1
  have h2 := groundEnergy_le_add hB hb ha.1
  rw [hs] at h2
  exact abs_sub_le_iff.mpr ⟨by linarith, by linarith⟩
```

## A perturbation that attains the bound

Let H be Hermitian with ground energy e and normalised ground state v, and let t ≥ 0. Subtract t P, where P = |v⟩⟨v| has the elements P_ij = v_i v_j*. Then

‖t P‖_F² = t² Σ_ij |v_i|² |v_j|² = t².

Since P v = v, we also have (H − t P) v = (e − t) v, so e − t is a level of the new matrix. If μ is any level of H − t P, the trial-state inequality gives e ≤ μ + t, that is, μ ≥ e − t. The ground energy is therefore exactly e − t, and the shift equals the norm of the perturbation. No constant smaller than 1 would do.

In the code `hF` computes the norm and `hlevel` exhibits the eigenvector. The step `hP` records that t P is Hermitian, so H − t P is Hermitian as well, though the rest of the proof does not use it.

```lean
/-- For `t ≥ 0`, subtracting `t` times the projector on a normalised ground state `v` lowers the
ground energy by exactly `t`, which is also the Frobenius norm of the change in the matrix. -/
theorem groundEnergy_bound_sharp {H : Matrix n n 𝕜} (hH : H.IsHermitian) {e t : ℝ}
    (he : IsGroundEnergy H e) (ht : 0 ≤ t) {v : n → 𝕜} (hv1 : weight v = 1)
    (hv : H *ᵥ v = e • v) :
    IsGroundEnergy (H - t • vecMulVec v (star v)) (e - t) ∧
      frobeniusNorm (H - (H - t • vecMulVec v (star v))) = t := by
  have hv0 : v ≠ 0 := by
    rintro rfl
    simp [weight] at hv1
  have hF : frobeniusNorm (H - (H - t • vecMulVec v (star v))) = t := by
    have hent : ∀ i j, ‖(t • vecMulVec v (star v)) i j‖ ^ 2
        = t ^ 2 * (‖v i‖ ^ 2 * ‖v j‖ ^ 2) := fun i j => by
      rw [Matrix.smul_apply, vecMulVec_apply, Pi.star_apply, norm_smul, norm_mul, norm_star,
        mul_pow, mul_pow, Real.norm_eq_abs, sq_abs]
    have hsum : ∑ i, ‖v i‖ ^ 2 = 1 := hv1
    rw [sub_sub_cancel, frobeniusNorm]
    simp only [hent, ← Finset.mul_sum, hsum, mul_one]
    exact Real.sqrt_sq ht
  have hP : (t • vecMulVec v (star v)).IsHermitian := by
    refine Matrix.IsHermitian.ext fun i j => ?_
    simp [vecMulVec_apply, mul_comm]
  -- `v` remains an eigenvector, now at energy `e - t`
  have hlevel : IsEnergyLevel (H - t • vecMulVec v (star v)) (e - t) := by
    have h1 : star v ⬝ᵥ v = 1 := by rw [star_dot_self, hv1, RCLike.ofReal_one]
    have h2 : vecMulVec v (star v) *ᵥ v = v := by
      ext i
      simp only [Matrix.mulVec, dotProduct, vecMulVec_apply, mul_assoc, ← Finset.mul_sum]
      change v i * (star v ⬝ᵥ v) = v i
      rw [h1, mul_one]
    exact ⟨v, hv0, by rw [Matrix.sub_mulVec, Matrix.smul_mulVec, h2, hv, sub_smul]⟩
  refine ⟨⟨hlevel, fun μ hμ => ?_⟩, hF⟩
  -- no level lies below `e - t`, by the trial-state inequality
  have h := groundEnergy_le_add hH he hμ
  rw [hF] at h
  linarith

end

end GroundEnergyLipschitz
```

```lean
#print axioms GroundEnergyLipschitz.exists_groundEnergy
#print axioms GroundEnergyLipschitz.abs_groundEnergy_sub_le
#print axioms GroundEnergyLipschitz.groundEnergy_bound_sharp
```

```
'GroundEnergyLipschitz.exists_groundEnergy' depends on axioms: [propext, Classical.choice, Quot.sound]
'GroundEnergyLipschitz.abs_groundEnergy_sub_le' depends on axioms: [propext, Classical.choice, Quot.sound]
'GroundEnergyLipschitz.groundEnergy_bound_sharp' depends on axioms: [propext, Classical.choice, Quot.sound]
```
